# The phase-space volume of n massless particles from one-particle recoil

A Monte Carlo estimate of a finite tree-level cross section can be made by drawing final-state momenta uniformly in phase space, averaging the squared matrix element over the sample, and multiplying by the total phase-space volume. For two massless incoming particles and $n$ massless outgoing ones, at squared centre-of-mass energy $s$,

$$\sigma \approx \frac{1}{2s}\,V_n(s)\,\big\langle |\mathcal M|^2\big\rangle ,$$

with an extra symmetry factor if some outgoing particles are identical. The sampling supplies the average, and the volume has to be known separately. For $n\ge 2$ and $s>0$ it is

$$V_n(s)=(2\pi)^{4-3n}\left(\frac{\pi}{2}\right)^{n-1}\frac{s^{n-2}}{(n-1)!\,(n-2)!},$$

where phase space is built up by adding one massless particle at a time, in four spacetime dimensions and with no cuts on the momenta.

In code the logarithm is convenient, since the factorials grow quickly:

$$\ln V_n=(4-3n)\ln 2\pi+(n-1)\ln\tfrac{\pi}{2}+(n-2)\ln s-\ln\Gamma(n)-\ln\Gamma(n-1).$$

Units are natural, and each particle of momentum $\mathbf p_i$ and energy $E_i$ carries the measure $d^3p_i/((2\pi)^3 2E_i)$. The whole is multiplied by $(2\pi)^4\delta^4(P-\sum_i p_i)$, where $P$ is the total four-momentum and $P^2=s$.

```lean
import Mathlib

open scoped Real Nat

namespace MasslessPhaseSpace

noncomputable section
```

## Two bodies

For two particles of squared masses $a$ and $b$, the delta function removes one momentum in the centre-of-mass frame. With $p$ the magnitude of the other and $E_1,E_2$ the two energies, what remains is

$$\frac{1}{4\pi^2}\int\frac{4\pi p^2\,dp}{4E_1E_2}\,\delta(\sqrt s-E_1-E_2)=\frac{p}{4\pi\sqrt s}.$$

Energy conservation fixes $p=\sqrt{\lambda(s,a,b)}/(2\sqrt s)$, where $\lambda$ is the Källén function

$$\lambda(a,b,c)=a^2+b^2+c^2-2ab-2bc-2ca .$$

```lean
/-- The Källén triangle function of three squared masses. -/
def kallen (a b c : ℝ) : ℝ := a ^ 2 + b ^ 2 + c ^ 2 - 2 * a * b - 2 * b * c - 2 * c * a
```

Inserting this momentum gives the two-body volume

$$\Phi_2(s;a,b)=\frac{\sqrt{\lambda(s,a,b)}}{8\pi s}.$$

```lean
/-- The two-body phase-space volume at squared energy `s` for particles of squared
masses `a` and `b`. -/
def twoBody (s a b : ℝ) : ℝ := √(kallen s a b) / (8 * π * s)
```

The arguments of `twoBody s a b` are squared masses, not masses. The definition contains no threshold condition; the range of integration in the next step keeps it in the physical region.

## Adding a massless particle

Take $n+1$ massless particles and group the first $n$ into a system of four-momentum $Q$ and squared invariant mass $x$. With $E_Q=\sqrt{x+\mathbf Q^2}$, the identity

$$1=\int\frac{dx}{2\pi}\int\frac{d^3Q}{(2\pi)^3\,2E_Q}\,(2\pi)^4\delta^4(Q-p_1-\dots-p_n)$$

can be inserted into the $(n+1)$-body integral. The momenta inside the group then integrate to $V_n(x)$, and the group recoiling against the last particle gives a two-body volume:

$$V_{n+1}(s)=\int_0^s V_n(x)\,\Phi_2(s;x,0)\,\frac{dx}{2\pi}.$$

The upper limit is $s$ because the recoiling particle has no mass. The construction starts from $V_2=1/(8\pi)$.

```lean
/-- The massless `n`-body phase-space volume at squared energy `s`, built by adding one
massless particle at a time and integrating over the squared invariant mass `x` of the others.
For fewer than two particles it is set to zero. -/
def phaseSpace : ℕ → ℝ → ℝ
  | 0 => fun _ => 0
  | 1 => fun _ => 0
  | 2 => fun _ => 1 / (8 * π)
  | n + 3 => fun s => ∫ x in (0 : ℝ)..s, phaseSpace (n + 2) x * twoBody s x 0 / (2 * π)
```

Here `phaseSpace n s` is $V_n(s)$. The last clause is the recursion above with its index shifted: it defines the volume for `n + 3` particles from that for `n + 2`. The values for zero and one particle are placeholders that no theorem below uses.

The Lean development starts from this recursion and the two-body formula, so the reduction of the momentum integrals just given is the physical reason for the definitions and not one of the theorems.

## The recoil factor

When one mass vanishes, the Källén function is a perfect square:

$$\lambda(s,x,0)=s^2+x^2-2sx=(s-x)^2 .$$

For $x\le s$ its root is $s-x$, and therefore

$$\Phi_2(s;x,0)=\frac{s-x}{8\pi s}=\frac{1-x/s}{8\pi}.$$

```lean
/-- The two-body volume for a system of squared mass `x` recoiling against a massless
particle is `(1 - x/s)/(8π)`. -/
theorem twoBody_recoil {s x : ℝ} (hs : 0 < s) (hx : x ≤ s) :
    twoBody s x 0 = (1 - x / s) / (8 * π) := by
  -- the Källén function is a perfect square when one mass vanishes
  have h : kallen s x 0 = (s - x) ^ 2 := by unfold kallen; ring
  have hpi := Real.pi_ne_zero
  have hs' := hs.ne'
  rw [twoBody, h, Real.sqrt_sq (sub_nonneg.mpr hx)]
  field_simp
```

The hypothesis `hx : x ≤ s` is what allows `Real.sqrt_sq` to return $s-x$ and not its absolute value. The final `field_simp` cancels the factor $s$.

At $x=0$ the factor becomes $1/(8\pi)$, so the starting value of the recursion is the two-body volume of two massless particles, independent of energy.

```lean
/-- The starting value of the recursion is the two-body volume for two massless particles. -/
theorem phaseSpace_two {s : ℝ} (hs : 0 < s) : phaseSpace 2 s = twoBody s 0 0 := by
  rw [twoBody_recoil hs hs.le]
  simp [phaseSpace]
```

Substituting the recoil factor into the recursion combines $8\pi$ and $2\pi$ into one constant:

$$V_{n+1}(s)=\int_0^s V_n(x)\,\frac{1-x/s}{16\pi^2}\,dx ,\qquad n\ge2 .$$

```lean
/-- The recursion for adding one massless particle, with the two-body volume written out. -/
theorem phaseSpace_succ {n : ℕ} (hn : 2 ≤ n) {s : ℝ} (hs : 0 < s) :
    phaseSpace (n + 1) s
      = ∫ x in (0 : ℝ)..s, phaseSpace n x * (1 - x / s) / (16 * π ^ 2) := by
  obtain ⟨k, rfl⟩ := Nat.exists_eq_add_of_le' hn
  change (∫ x in (0 : ℝ)..s, phaseSpace (k + 2) x * twoBody s x 0 / (2 * π)) = _
  apply intervalIntegral.integral_congr
  intro x hx
  rw [Set.uIcc_of_le hs.le] at hx
  dsimp only
  rw [twoBody_recoil hs hx.2]
  ring
```

The proof writes $n=k+2$, which exposes the defining clause, and then compares the two integrands at each point of $[0,s]$.

## The integral over the invariant mass

Since $V_2$ is constant, repeated use of the recursion produces powers of $x$. For every natural number $k$,

$$\int_0^s x^k\left(1-\frac{x}{s}\right)dx=\frac{s^{k+1}}{k+1}-\frac{s^{k+1}}{k+2}=\frac{s^{k+1}}{(k+1)(k+2)} .$$

```lean
/-- The integral of a power of the squared invariant mass against the recoil factor
`1 - x/s`. -/
theorem recoil_moment (k : ℕ) {s : ℝ} (hs : 0 < s) :
    ∫ x in (0 : ℝ)..s, x ^ k * (1 - x / s) = s ^ (k + 1) / ((k + 1) * (k + 2)) := by
  have h : ∀ x : ℝ, x ^ k * (1 - x / s) = x ^ k - x ^ (k + 1) / s := by
    intro x; ring
  simp only [h]
  rw [intervalIntegral.integral_sub
      (Continuous.intervalIntegrable (by fun_prop) _ _)
      (Continuous.intervalIntegrable (by fun_prop) _ _),
    intervalIntegral.integral_div, integral_pow, integral_pow,
    zero_pow (by omega : k + 1 ≠ 0), zero_pow (by omega : k + 1 + 1 ≠ 0)]
  push_cast
  rw [show (k : ℝ) + 1 + 1 = k + 2 by ring]
  have h1 : (k : ℝ) + 1 ≠ 0 := by positivity
  have h2 : (k : ℝ) + 2 ≠ 0 := by positivity
  have hs' := hs.ne'
  field_simp
  ring
```

The Lean proof follows the same route. It expands the product, splits the integral with `intervalIntegral.integral_sub`, and evaluates each part with `integral_pow`. The closing algebra puts the two fractions over a common denominator.

## Induction on the number of particles

The claim for $k+2$ particles is

$$V_{k+2}(s)=\frac{1}{8\pi}\left(\frac{1}{16\pi^2}\right)^k\frac{s^k}{(k+1)!\,k!}.$$

At $k=0$ this is $1/(8\pi)$. If it holds for some $k$ at every positive squared energy, it can be inserted under the integral:

$$V_{k+3}(s)=\frac{1}{8\pi}\left(\frac{1}{16\pi^2}\right)^{k+1}\frac{1}{(k+1)!\,k!}\cdot\frac{s^{k+1}}{(k+1)(k+2)} .$$

Because $(k+2)(k+1)!=(k+2)!$ and $(k+1)k!=(k+1)!$, this is the claim for $k+1$.

```lean
/-- The volume for `k + 2` massless particles, with one factor `s/(16π²)` for each particle
beyond the second. -/
theorem phaseSpace_add_two (k : ℕ) {s : ℝ} (hs : 0 < s) :
    phaseSpace (k + 2) s
      = 1 / (8 * π) * (1 / (16 * π ^ 2)) ^ k * s ^ k / ((k + 1)! * k !) := by
  induction k generalizing s with
  | zero =>
    change 1 / (8 * π) = _
    simp
  | succ k ih =>
    rw [show k + 1 + 2 = (k + 2) + 1 from rfl, phaseSpace_succ (by omega) hs]
    -- insert the volume of the subsystem and pull out the constants
    have h : (∫ x in (0 : ℝ)..s, phaseSpace (k + 2) x * (1 - x / s) / (16 * π ^ 2))
        = ∫ x in (0 : ℝ)..s, (1 / (8 * π) * (1 / (16 * π ^ 2)) ^ (k + 1)
            / ((k + 1)! * k !)) * (x ^ k * (1 - x / s)) := by
      apply intervalIntegral.integral_congr_ae
      refine MeasureTheory.ae_of_all _ (fun x hx => ?_)
      rw [Set.uIoc_of_le hs.le] at hx
      rw [ih hx.1, pow_succ]
      ring
    rw [h, intervalIntegral.integral_const_mul, recoil_moment k hs]
    generalize 1 / (16 * π ^ 2) = q
    generalize 1 / (8 * π) = c
    have hf : (k ! : ℝ) ≠ 0 := by positivity
    have h1 : (k : ℝ) + 1 ≠ 0 := by positivity
    have h2 : (k : ℝ) + 2 ≠ 0 := by positivity
    have h3 : (k : ℝ) + 1 + 1 = k + 2 := by ring
    simp only [Nat.factorial_succ]
    push_cast
    rw [h3]
    field_simp
```

The induction hypothesis is needed at the integration variable $x$, not only at the outer energy $s$, which is the purpose of `generalizing s`. It requires $x>0$, so the integrands are compared on $(0,s]$ through `intervalIntegral.integral_congr_ae`; the omitted endpoint has measure zero. After `recoil_moment` has evaluated the integral, the two constants containing $\pi$ are replaced by the letters `q` and `c`, leaving an identity between factorials and powers.

## Collecting the powers of π

The standard formula distributes the same constants differently. For two particles,

$$(2\pi)^{-2}\,\frac{\pi}{2}=\frac{1}{8\pi},$$

and each further particle contributes

$$(2\pi)^{-3}\,\frac{\pi}{2}=\frac{1}{16\pi^2}.$$

Multiplying these factors gives

$$(2\pi)^{4-3(k+2)}\left(\frac{\pi}{2}\right)^{k+1}=\frac{1}{8\pi}\left(\frac{1}{16\pi^2}\right)^k .$$

```lean
/-- The powers of `2π` and `π/2` in the standard formula, collected into `1/(8π)` and one factor
`1/(16π²)` per particle beyond the second. -/
theorem prefactor (k : ℕ) :
    (2 * π) ^ (4 - 3 * ((k + 2 : ℕ) : ℤ)) * (π / 2) ^ (k + 1)
      = 1 / (8 * π) * (1 / (16 * π ^ 2)) ^ k := by
  have hpi := Real.pi_ne_zero
  have h0 : 2 * π ≠ 0 := by positivity
  induction k with
  | zero =>
    have h2 : (2 * π) ^ (-2 : ℤ) = 1 / (4 * π ^ 2) := by
      rw [show (-2 : ℤ) = -((2 : ℕ) : ℤ) by norm_num, zpow_neg, zpow_natCast]
      ring
    rw [show 4 - 3 * ((0 + 2 : ℕ) : ℤ) = -2 by norm_num, h2]
    simp only [zero_add, pow_one, pow_zero, mul_one]
    field_simp
    norm_num
  | succ k ih =>
    have h3 : (2 * π) ^ (-3 : ℤ) * (π / 2) = 1 / (16 * π ^ 2) := by
      rw [show (-3 : ℤ) = -((3 : ℕ) : ℤ) by norm_num, zpow_neg, zpow_natCast]
      field_simp
      norm_num
    rw [show 4 - 3 * ((k + 1 + 2 : ℕ) : ℤ) = (4 - 3 * ((k + 2 : ℕ) : ℤ)) + (-3) by
        push_cast; ring, zpow_add₀ h0, pow_succ (π / 2) (k + 1),
      pow_succ (1 / (16 * π ^ 2)) k, mul_mul_mul_comm, ih, h3, mul_assoc]
```

The exponent of $2\pi$ is negative, so it is an integer in Lean, while the other exponents are natural numbers. The two displayed products are the facts `h2` (followed by the factor $\pi/2$) and `h3`, and `zpow_add₀` separates the contribution of the added particle.

With $n=k+2$, the last two results combine into

$$V_n(s)=(2\pi)^{4-3n}\left(\frac{\pi}{2}\right)^{n-1}\frac{s^{n-2}}{(n-1)!\,(n-2)!}.$$

```lean
/-- The phase-space volume of `n ≥ 2` massless particles at squared energy `s > 0`. -/
theorem phaseSpace_eq {n : ℕ} (hn : 2 ≤ n) {s : ℝ} (hs : 0 < s) :
    phaseSpace n s = (2 * π) ^ (4 - 3 * (n : ℤ)) * (π / 2) ^ (n - 1) * s ^ (n - 2)
      / ((n - 1)! * (n - 2)!) := by
  obtain ⟨k, rfl⟩ := Nat.exists_eq_add_of_le' hn
  rw [show k + 2 - 1 = k + 1 by omega, show k + 2 - 2 = k by omega,
    phaseSpace_add_two k hs, prefactor k]
```

Read in words, `phaseSpace_eq` says that for every natural number $n\ge2$ and every real $s>0$, the recursively defined volume equals this expression. The hypothesis `hn` also ensures that the natural-number subtractions `n - 1` and `n - 2` have their usual meaning. The theorem concerns volume alone: a matrix element that varies over phase space enters a cross section through its average, and massive final states need a different volume.

## Three particles, and a numerical value

For $n=3$ the formula reduces to

$$V_3(s)=\frac{1}{8\pi}\cdot\frac{1}{16\pi^2}\cdot\frac{s}{2!\,1!}=\frac{s}{256\pi^3}.$$

```lean
/-- The phase-space volume of three massless particles is `s/(256π³)`. -/
theorem phaseSpace_three {s : ℝ} (hs : 0 < s) : phaseSpace 3 s = s / (256 * π ^ 3) := by
  have h := phaseSpace_add_two 1 hs
  have h2 : (1 + 1)! = 2 := rfl
  rw [h2, Nat.factorial_one] at h
  refine Eq.trans h ?_
  push_cast
  ring
```

The proof sets $k=1$ in `phaseSpace_add_two` and simplifies the factorials.

At $\sqrt s=100\ \text{GeV}$, $s=10^4\ \text{GeV}^2$. With $\pi^3\approx31.006$ the denominator is about $7937.6$, so $V_3\approx1.26\ \text{GeV}^2$. One more turn of the recursion gives

$$V_4(s)=\frac{1}{16\pi^2}\cdot\frac{1}{256\pi^3}\int_0^s x\left(1-\frac{x}{s}\right)dx=\frac{s^2}{24576\,\pi^5}\approx13.3\ \text{GeV}^4 .$$

The two numbers have different units and can't be compared directly; in a cross section the dimension of $|\mathcal M|^2$ compensates.

## The mean invariant mass of a subsystem

The integrand of the recursion also describes how the squared invariant mass $x$ of $n$ particles is distributed when $n+1$ massless particles fill phase space uniformly. Weighting it by $x$ raises the power in the integral by one. With $n=k+2$,

$$\int_0^s x\,V_n(x)\,\Phi_2(s;x,0)\,\frac{dx}{2\pi}
=\frac{1}{8\pi}\left(\frac{1}{16\pi^2}\right)^{k+1}\frac{1}{(k+1)!\,k!}\cdot\frac{s^{k+2}}{(k+2)(k+3)} .$$

Comparison with

$$V_{n+1}(s)=\frac{1}{8\pi}\left(\frac{1}{16\pi^2}\right)^{k+1}\frac{s^{k+1}}{(k+2)!\,(k+1)!}$$

leaves the factor $s\,(k+1)/(k+3)$, which is $s\,(n-1)/(n+1)$.

```lean
/-- Among `n + 1` massless particles, the squared invariant mass of `n` of them, integrated
over phase space, gives `(n - 1)/(n + 1) * s` times the total volume. -/
theorem invariantMass_moment {n : ℕ} (hn : 2 ≤ n) {s : ℝ} (hs : 0 < s) :
    ∫ x in (0 : ℝ)..s, x * (phaseSpace n x * twoBody s x 0 / (2 * π))
      = ((n : ℝ) - 1) / (n + 1) * s * phaseSpace (n + 1) s := by
  obtain ⟨k, rfl⟩ := Nat.exists_eq_add_of_le' hn
  have h : (∫ x in (0 : ℝ)..s, x * (phaseSpace (k + 2) x * twoBody s x 0 / (2 * π)))
      = ∫ x in (0 : ℝ)..s, (1 / (8 * π) * (1 / (16 * π ^ 2)) ^ (k + 1)
          / ((k + 1)! * k !)) * (x ^ (k + 1) * (1 - x / s)) := by
    apply intervalIntegral.integral_congr_ae
    refine MeasureTheory.ae_of_all _ (fun x hx => ?_)
    rw [Set.uIoc_of_le hs.le] at hx
    rw [phaseSpace_add_two k hx.1, twoBody_recoil hs hx.2, pow_succ (1 / (16 * π ^ 2)) k]
    ring
  rw [h, intervalIntegral.integral_const_mul, recoil_moment (k + 1) hs,
    show k + 2 + 1 = (k + 1) + 2 from rfl, phaseSpace_add_two (k + 1) hs]
  generalize 1 / (16 * π ^ 2) = q
  generalize 1 / (8 * π) = c
  have hf : (k ! : ℝ) ≠ 0 := by positivity
  have h1 : (k : ℝ) + 1 ≠ 0 := by positivity
  have h2 : (k : ℝ) + 2 ≠ 0 := by positivity
  have h3 : (k : ℝ) + 3 ≠ 0 := by positivity
  simp only [Nat.factorial_succ]
  push_cast
  rw [show (k : ℝ) + 1 + 1 = k + 2 by ring, show (k : ℝ) + 1 + 2 = k + 3 by ring,
    show (k : ℝ) + 2 + 1 = k + 3 by ring, show (k : ℝ) + 2 - 1 = k + 1 by ring]
  field_simp
  ring

end

end MasslessPhaseSpace
```

The Lean proof repeats the pattern of the induction step, with `recoil_moment` now taken at `k + 1`. The theorem states the unnormalised moment. Dividing by $V_{n+1}(s)$ gives the mean

$$\langle x\rangle=\frac{n-1}{n+1}\,s .$$

For three particles, $n=2$, the mean squared mass of a chosen pair is $s/3$, or about $3333\ \text{GeV}^2$ at $\sqrt s=100\ \text{GeV}$. For a program that generates uniform massless phase space, this mean is only a partial check: the squared masses of the three pairs add up to $s$, so any distribution that treats the three particles alike gives $s/3$. A histogram of $x$ tests more, since for uniform phase space the integrand of the recursion makes its density proportional to $x^{n-2}(1-x/s)$.

```lean
#print axioms MasslessPhaseSpace.phaseSpace_two
#print axioms MasslessPhaseSpace.phaseSpace_eq
#print axioms MasslessPhaseSpace.phaseSpace_three
#print axioms MasslessPhaseSpace.invariantMass_moment
```

```
'MasslessPhaseSpace.phaseSpace_two' depends on axioms: [propext, Classical.choice, Quot.sound]
'MasslessPhaseSpace.phaseSpace_eq' depends on axioms: [propext, Classical.choice, Quot.sound]
'MasslessPhaseSpace.phaseSpace_three' depends on axioms: [propext, Classical.choice, Quot.sound]
'MasslessPhaseSpace.invariantMass_moment' depends on axioms: [propext, Classical.choice, Quot.sound]
```
